# For interaction phase a > 0 and kinetic phase 0 < q < π per step, the split-step Gross–Pitaevskii map linearized about a uniform condensate has an eigenvalue of modulus above one exactly when a tan(q/2) > 1

I am simulating a uniform condensate with repulsive interactions and a weak density ripple on top. Bogoliubov theory says that the ripple should just oscillate. With a large time step, my split-step code makes it flip sign at every step and grow. Both substeps are solved exactly and each conserves the norm, so where does the growth come from, and at what step size does it begin?

## Exponential growth begins when half the trace of the step falls below −1

Neither linearized substep alone has an eigenvalue of modulus above one, but their product can. Set $\hbar=1$ and write the condensate, in its rotating frame and scaled to unit density, as $\psi=1+(x+iy)\varphi$, where $\varphi$ is one real spatial mode, such as a cosine, and $x,y$ are its small real amplitudes. Let $\varepsilon$ be the mode's kinetic energy, $c$ the interaction energy in the sense of coupling constant times density (the chemical potential of the uniform condensate, twice its interaction energy per particle), $\tau$ the time step, $q=\varepsilon\tau$ and $a=c\tau$.

The kinetic substep multiplies $x+iy$ by $e^{-iq}$. The interaction substep multiplies the field by $e^{-ia(|\psi|^2-1)}$; since $|\psi|^2-1\approx 2x\varphi$, to first order it sends $y$ to $y-2ax$. Interaction first, then kinetics, gives

$$M=\begin{pmatrix}\cos q-2a\sin q&\sin q\\-\sin q-2a\cos q&\cos q\end{pmatrix}.$$

Its determinant is 1 and its trace is $2t$, with $t=\cos q-a\sin q$, so every eigenvalue satisfies $z^2-2tz+1=0$.

**The threshold.** Take $a>0$ and $0<q<\pi$ from here on. Since $\cos(q/2)>0$, the condition $a\tan(q/2)>1$ means $a\sin(q/2)>\cos(q/2)$. Multiplying by $2\cos(q/2)$ gives $a\sin q>1+\cos q$, that is, $t<-1$. In terms of the time step, the condition is $c\tau\tan(\varepsilon\tau/2)>1$. For a given mode the left side rises from 0 without bound as $\tau$ goes from 0 to $\pi/\varepsilon$, so exponential growth sets in just above the one step size in this range at which it equals 1.

**At or below it.** Here $-1\le t\le 1$, the upper bound because $a\sin q>0$. With $z=u+iv$, the imaginary part of the equation gives $v(u-t)=0$. If $v=0$, the real part gives $(u-t)^2=t^2-1\le0$, so $u=t$ in either case. The real part then reads $t^2+v^2=1$, which is $|z|=1$.

**Above it.** The root $\mu=t-\sqrt{t^2-1}$ is below $-1$, and $w=(\sin q,\ \mu-\cos q+2a\sin q)$ satisfies $Mw=\mu w$: the first row is immediate and the second is the quadratic equation. Hence $M^nw=\mu^nw$, which is your growing ripple with alternating sign. For $a=2$, $q=\pi/2$, the factor is $-2-\sqrt3$.

**The exact flow.** The linearized equations $x'=\varepsilon y$, $y'=-(\varepsilon+2c)x$ conserve $E=\varepsilon y^2+(\varepsilon+2c)x^2$. Since $\varepsilon(x^2+y^2)\le E\le(\varepsilon+2c)(x_0^2+y_0^2)$, with $x_0,y_0$ the initial amplitudes, the ripple stays bounded. The growth therefore comes from the splitting.

In the Lean file, `splitStep a q` is $M$, with component 0 for $x$ and component 1 for $y$. `IsMultiplier` says that a complex number is an eigenvalue with a non-zero complex eigenvector. `unstable_iff` is the equivalence, for `0 < a` (repulsion) and `0 < q < π`. `exact_flow_bounded` concerns any solution of the linearized equations with `0 < ε` and `0 ≤ c`. The matrices are taken as definitions; their derivation from the Gross–Pitaevskii equation, and the relations $q=\varepsilon\tau$, $a=c\tau$, are the physics argued above. The criterion tests one linearized mode on a uniform background. A simulation carries every mode of its grid, and rounding errors can seed any of them. Since $a\tan(q/2)$ increases with $q$, the mode of highest kinetic energy decides, provided that its $q$ is below $\pi$; modes with $q\ge\pi$ are outside the theorem. The criterion does not describe the later nonlinear evolution. The full split step conserves the norm throughout, so a growing ripple takes its norm from the uniform part.

```lean
import Mathlib

open Matrix
open scoped Real

namespace SplitStepGrossPitaevskii

noncomputable section

/-- The kinetic substep on the real and imaginary parts of a perturbation; `q` is kinetic energy
times time step. -/
def kineticStep (q : ℝ) : Matrix (Fin 2) (Fin 2) ℝ :=
  !![Real.cos q, Real.sin q; -Real.sin q, Real.cos q]

/-- The linearized interaction substep; `a` is interaction energy times time step. -/
def nonlinearStep (a : ℝ) : Matrix (Fin 2) (Fin 2) ℝ := !![1, 0; -2 * a, 1]

/-- One linearized split step: the interaction substep followed by the kinetic substep. -/
def splitStep (a q : ℝ) : Matrix (Fin 2) (Fin 2) ℝ := kineticStep q * nonlinearStep a

/-- `z` is an eigenvalue of the real matrix `M`, with a non-zero complex eigenvector. -/
def IsMultiplier (M : Matrix (Fin 2) (Fin 2) ℝ) (z : ℂ) : Prop :=
  ∃ w : Fin 2 → ℂ, w ≠ 0 ∧ M.map Complex.ofReal *ᵥ w = z • w

/-- The entries of the linearized split step. -/
theorem splitStep_eq (a q : ℝ) : splitStep a q =
    !![Real.cos q - 2 * a * Real.sin q, Real.sin q;
      -Real.sin q - 2 * a * Real.cos q, Real.cos q] := by
  ext i j
  fin_cases i <;> fin_cases j <;>
    simp [splitStep, kineticStep, nonlinearStep, Matrix.mul_apply, Fin.sum_univ_two] <;> ring

/-- Every eigenvalue of the split step solves a quadratic equation with constant term one and
half-trace `cos q - a sin q`. -/
theorem multiplier_equation {a q : ℝ} {z : ℂ} (h : IsMultiplier (splitStep a q) z) :
    z * z - ((2 * (Real.cos q - a * Real.sin q) : ℝ) : ℂ) * z + 1 = 0 := by
  obtain ⟨w, hw, hz⟩ := h
  have htr : splitStep a q 0 0 + splitStep a q 1 1
      = 2 * (Real.cos q - a * Real.sin q) := by
    simp [splitStep_eq]
    ring
  have hdet : splitStep a q 0 0 * splitStep a q 1 1
      - splitStep a q 0 1 * splitStep a q 1 0 = 1 := by
    simp [splitStep_eq]
    linear_combination Real.sin_sq_add_cos_sq q
  rw [← htr, ← Complex.ofReal_one, ← hdet]
  generalize splitStep a q = M at hz ⊢
  have e0 := congrFun hz 0
  have e1 := congrFun hz 1
  simp [Matrix.mulVec, dotProduct, Fin.sum_univ_two] at e0 e1
  push_cast
  by_contra hne
  -- the characteristic polynomial annihilates both components of the eigenvector
  have w0 : w 0 = 0 := by
    refine (mul_eq_zero.mp ?_).resolve_left hne
    linear_combination ((M 1 1 : ℂ) - z) * e0 - (M 0 1 : ℂ) * e1
  have w1 : w 1 = 0 := by
    refine (mul_eq_zero.mp ?_).resolve_left hne
    linear_combination ((M 0 0 : ℂ) - z) * e1 - (M 1 0 : ℂ) * e0
  apply hw
  funext i
  fin_cases i
  · exact w0
  · exact w1

/-- Half-angle form of the threshold, for `0 < q < π`. -/
theorem threshold_iff {a q : ℝ} (h0 : 0 < q) (hπ : q < π) :
    1 < a * Real.tan (q / 2) ↔ 1 + Real.cos q < a * Real.sin q := by
  have hC : 0 < Real.cos (q / 2) :=
    Real.cos_pos_of_mem_Ioo ⟨by linarith, by linarith⟩
  have hc : Real.cos q = 2 * Real.cos (q / 2) ^ 2 - 1 := by
    rw [← Real.cos_two_mul]
    congr 1
    ring
  have hs : Real.sin q = 2 * Real.sin (q / 2) * Real.cos (q / 2) := by
    rw [← Real.sin_two_mul]
    congr 1
    ring
  rw [Real.tan_eq_sin_div_cos, ← mul_div_assoc, lt_div_iff₀ hC, hc, hs]
  constructor
  · intro h
    nlinarith [mul_pos hC (sub_pos.mpr h)]
  · intro h
    by_contra hn
    nlinarith [mul_nonneg hC.le (sub_nonneg.mpr (not_lt.mp hn))]

/-- For `a > 0` and `0 < q < π` with `a tan (q/2) ≤ 1`, every eigenvalue of the split step has
modulus exactly one. -/
theorem norm_multiplier_eq_one {a q : ℝ} (ha : 0 < a) (h0 : 0 < q) (hπ : q < π)
    (h : a * Real.tan (q / 2) ≤ 1) {z : ℂ} (hz : IsMultiplier (splitStep a q) z) :
    ‖z‖ = 1 := by
  have hlow := not_lt.mp (mt (threshold_iff h0 hπ).mpr (not_lt.mpr h))
  have hs := mul_pos ha (Real.sin_pos_of_pos_of_lt_pi h0 hπ)
  have hc := Real.cos_le_one q
  have heq := multiplier_equation hz
  generalize ht : Real.cos q - a * Real.sin q = t at heq
  have ht2 : t ^ 2 ≤ 1 := by nlinarith
  have hre := congrArg Complex.re heq
  have him := congrArg Complex.im heq
  simp at hre him
  -- the real part of the eigenvalue is half the trace
  have hx : z.re = t := by
    have hp : (z.re - t) * z.im = 0 := by linear_combination him / 2
    rcases mul_eq_zero.mp hp with h1 | h1
    · linarith
    · rw [h1] at hre
      have h2 : (z.re - t) ^ 2 = 0 := le_antisymm (by nlinarith) (sq_nonneg _)
      have h3 := pow_eq_zero_iff (two_ne_zero) |>.mp h2
      linarith
  have hn : ‖z‖ ^ 2 = 1 := by
    rw [Complex.sq_norm, Complex.normSq_apply]
    rw [hx] at hre ⊢
    linear_combination -hre
  have hf : (‖z‖ - 1) * (‖z‖ + 1) = 0 := by linear_combination hn
  rcases mul_eq_zero.mp hf with h1 | h1 <;> linarith [norm_nonneg z]

/-- For `0 < q < π` and `a tan (q/2) > 1`, some non-zero real perturbation is multiplied at every
step by the same real factor below `-1`. -/
theorem exists_growing_perturbation {a q : ℝ} (h0 : 0 < q) (hπ : q < π)
    (h : 1 < a * Real.tan (q / 2)) :
    ∃ μ : ℝ, μ < -1 ∧ ∃ w : Fin 2 → ℝ, w ≠ 0 ∧
      ∀ n : ℕ, (splitStep a q ^ n) *ᵥ w = μ ^ n • w := by
  have ht := (threshold_iff h0 hπ).mp h
  have hs := Real.sin_pos_of_pos_of_lt_pi h0 hπ
  -- the lower root of the characteristic equation
  obtain ⟨μ, hμ1, hμ⟩ : ∃ μ : ℝ, μ < -1 ∧
      μ ^ 2 - 2 * (Real.cos q - a * Real.sin q) * μ + 1 = 0 := by
    generalize htt : Real.cos q - a * Real.sin q = t
    have ht1 : t < -1 := by linarith
    have hr := Real.sq_sqrt (show 0 ≤ t ^ 2 - 1 by nlinarith)
    exact ⟨t - √(t ^ 2 - 1), by linarith [Real.sqrt_nonneg (t ^ 2 - 1)],
      by linear_combination hr⟩
  refine ⟨μ, hμ1, ![Real.sin q, μ - (Real.cos q - 2 * a * Real.sin q)], ?_, ?_⟩
  · intro hw
    have h1 := congrFun hw 0
    simp at h1
    linarith
  · have hw : splitStep a q *ᵥ ![Real.sin q, μ - (Real.cos q - 2 * a * Real.sin q)]
        = μ • ![Real.sin q, μ - (Real.cos q - 2 * a * Real.sin q)] := by
      rw [splitStep_eq]
      ext i
      fin_cases i
      · simp [Matrix.mulVec, dotProduct, Fin.sum_univ_two]
        ring
      · simp [Matrix.mulVec, dotProduct, Fin.sum_univ_two]
        linear_combination -hμ - Real.sin_sq_add_cos_sq q
    intro n
    induction n with
    | zero => simp
    | succ n ih =>
      rw [pow_succ, ← Matrix.mulVec_mulVec, hw, Matrix.mulVec_smul, ih, smul_smul, ← pow_succ']

/-- For `a > 0` and `0 < q < π`, the linearized split step has an eigenvalue of modulus above
one if and only if `a tan (q/2) > 1`. -/
theorem unstable_iff {a q : ℝ} (ha : 0 < a) (h0 : 0 < q) (hπ : q < π) :
    (∃ z : ℂ, IsMultiplier (splitStep a q) z ∧ 1 < ‖z‖) ↔ 1 < a * Real.tan (q / 2) := by
  constructor
  · rintro ⟨z, hz, hz1⟩
    by_contra hn
    exact hz1.ne' (norm_multiplier_eq_one ha h0 hπ (not_lt.mp hn) hz)
  · intro h
    obtain ⟨μ, hμ, w, hw, hpow⟩ := exists_growing_perturbation h0 hπ h
    have h1 : splitStep a q *ᵥ w = μ • w := by simpa using hpow 1
    refine ⟨(μ : ℂ), ⟨fun i => (w i : ℂ), ?_, ?_⟩, ?_⟩
    · intro hc
      apply hw
      funext i
      simpa using congrFun hc i
    · funext i
      have h2 := congrFun h1 i
      simp only [Matrix.mulVec, dotProduct, Fin.sum_univ_two, Pi.smul_apply, smul_eq_mul,
        Matrix.map_apply] at h2 ⊢
      exact_mod_cast h2
    · rw [Complex.norm_real, Real.norm_eq_abs, abs_of_neg (by linarith)]
      linarith

/-- Under the exact linearized equations with kinetic energy `ε > 0` and interaction energy
`c ≥ 0`, a perturbation stays bounded for all times. -/
theorem exact_flow_bounded {ε c : ℝ} (hε : 0 < ε) (hc : 0 ≤ c) {x y : ℝ → ℝ}
    (hx : ∀ t, HasDerivAt x (ε * y t) t)
    (hy : ∀ t, HasDerivAt y (-(ε + 2 * c) * x t) t) (t : ℝ) :
    x t ^ 2 + y t ^ 2 ≤ (1 + 2 * c / ε) * (x 0 ^ 2 + y 0 ^ 2) := by
  -- conservation of the quadratic energy
  have hE : ∀ s, HasDerivAt
      (fun s => ε * (y s * y s) + (ε + 2 * c) * (x s * x s)) 0 s := fun s =>
    ((((hy s).fun_mul (hy s)).const_mul ε).fun_add
      (((hx s).fun_mul (hx s)).const_mul (ε + 2 * c))).congr_deriv (by ring)
  have hcons := is_const_of_deriv_eq_zero (fun s => (hE s).differentiableAt)
    (fun s => (hE s).deriv) t 0
  have hk : 1 + 2 * c / ε = (ε + 2 * c) / ε := by
    rw [add_div, div_self hε.ne']
  rw [hk, div_mul_eq_mul_div, le_div_iff₀ hε]
  nlinarith [mul_nonneg hc (sq_nonneg (x t)), mul_nonneg hc (sq_nonneg (y 0))]

end

end SplitStepGrossPitaevskii
```

```lean
#print axioms SplitStepGrossPitaevskii.norm_multiplier_eq_one
#print axioms SplitStepGrossPitaevskii.unstable_iff
#print axioms SplitStepGrossPitaevskii.exact_flow_bounded
```

```
'SplitStepGrossPitaevskii.norm_multiplier_eq_one' depends on axioms: [propext, Classical.choice, Quot.sound]
'SplitStepGrossPitaevskii.unstable_iff' depends on axioms: [propext, Classical.choice, Quot.sound]
'SplitStepGrossPitaevskii.exact_flow_bounded' depends on axioms: [propext, Classical.choice, Quot.sound]
```

`multiplier_equation` argues by contradiction: if the quadratic were non-zero at $z$, combining the two eigenvector equations would force both components to vanish. `threshold_iff` is the half-angle step, with `nlinarith` supplied with the product by $\cos(q/2)$. `norm_multiplier_eq_one` splits the equation into real and imaginary parts as above. `exists_growing_perturbation` constructs $\mu$ and $w$ and obtains the powers by induction. `unstable_iff` joins the two sides, reading the real eigenvector as a complex one. `exact_flow_bounded` shows that the derivative of $E$ is zero and compares the values of $E$ at an arbitrary time and at time zero.

Exactly at $a\tan(q/2)=1$, both eigenvalues are $-1$, but $M\ne-I$ because $\sin q>0$. $M$ is then not diagonalizable, and some perturbations grow linearly in the number of steps although no eigenvalue exceeds one in modulus.

The model could also have used the symmetric splitting, with half a kinetic step on each side of the interaction. That matrix is $K^{-1}MK$, with $K$ the half kinetic step, so the eigenvalues and the threshold are the same, but the growing ripple has a different ratio of $x$ to $y$.
